# Lloyd factorisation of det(z − H) for on-site potentials on finitely many sites

Suppose you look for the levels of a perturbed lattice by searching for zeros of a KKR determinant, built from single-site scattering and propagation between sites. A relation between that determinant and det(z − H) can show that a zero is a level without a separate check of each zero against H. The factorisation below supplies the relation for non-interacting electrons in a tight-binding model with finitely many sites and one orbital per site, at energies where the reference system has no level and no single-site factor vanishes.

```lean
import Mathlib

open Matrix

namespace LloydFactorisation

noncomputable section

variable {n : Type*} [Fintype n] [DecidableEq n]
```

The finite set of sites is `n`, and i and j denote sites. Each site carries one orthonormal orbital, so there are no angular-momentum channels.

```lean
/-- The Green function `(z - H)⁻¹` of a Hamiltonian matrix `H` at energy `z`, meant for
`det (z - H) ≠ 0`. -/
def green (H : Matrix n n ℂ) (z : ℂ) : Matrix n n ℂ :=
  (z • (1 : Matrix n n ℂ) - H)⁻¹
```

Read `Matrix n n ℂ` as a complex matrix indexed by sites, and `z • 1` as z times the identity. For a reference Hamiltonian H0, the Green function is

G = (z − H0)⁻¹.

Neither H0 nor the potentials need be Hermitian or real.

```lean
/-- The single-site scattering amplitude `t_i = v_i / (1 - v_i G_ii)`, meant for
`1 - v_i G_ii ≠ 0`. -/
def siteT (G : Matrix n n ℂ) (v : n → ℂ) (i : n) : ℂ :=
  v i / (1 - v i * G i i)
```

The potential v_i on site i gives the amplitude t_i = v_i/(1 − v_i G_ii). A zero denominator would mean that v_i alone, added to H0, puts a level at z.

```lean
/-- The off-diagonal part `G'` of the Green function, which propagates between different
sites. -/
def offSite (G : Matrix n n ℂ) : Matrix n n ℂ :=
  G - diagonal (fun i => G i i)
```

G' is G with its diagonal removed.

```lean
/-- The KKR matrix `1 - t G'`, meant for `1 - v_i G_ii ≠ 0` on every site. -/
def kkrMatrix (G : Matrix n n ℂ) (v : n → ℂ) : Matrix n n ℂ :=
  1 - diagonal (siteT G v) * offSite G
```

With t the diagonal matrix of the t_i, this is the KKR matrix 1 − tG'.

```lean
/-- The scattering path operator `τ = (1 - t G')⁻¹ t`, meant for `1 - v_i G_ii ≠ 0` on every
site and `det (1 - t G') ≠ 0`. -/
def pathOperator (G : Matrix n n ℂ) (v : n → ℂ) : Matrix n n ℂ :=
  (kkrMatrix G v)⁻¹ * diagonal (siteT G v)
```

The scattering path operator is τ = (1 − tG')⁻¹t.

```lean
omit [Fintype n] [DecidableEq n] in
/-- Single-site scattering equation: if `1 - v_i G_ii ≠ 0`, then `t_i = v_i + v_i G_ii t_i`. -/
theorem siteT_eq (G : Matrix n n ℂ) (v : n → ℂ) (i : n) (h : 1 - v i * G i i ≠ 0) :
    siteT G v i = v i + v i * G i i * siteT G v i := by
  have key : v i = siteT G v i * (1 - v i * G i i) := (div_eq_iff h).mp rfl
  linear_combination -key
```

A theorem lists its hypotheses, then its statement after the colon, then its proof after `:=`. Here `h` says that the denominator is nonzero. Clearing it gives

t_i(1 − v_i G_ii) = v_i, hence t_i = v_i + v_i G_ii t_i.

```lean
/-- If `1 - v_i G_ii ≠ 0` on every site, the on-site scattering factors out of `1 - v G`,
and the KKR matrix remains. -/
theorem one_sub_potential_mul_green (G : Matrix n n ℂ) (v : n → ℂ)
    (h : ∀ i, 1 - v i * G i i ≠ 0) :
    1 - diagonal v * G = diagonal (fun i => 1 - v i * G i i) * kkrMatrix G v := by
  ext i j
  simp only [kkrMatrix, offSite, Matrix.sub_apply, Matrix.diagonal_mul, Matrix.one_apply,
    Matrix.diagonal_apply]
  by_cases hij : i = j
  · subst hij
    simp
  · -- between different sites the single-site equation turns `v` into `t`
    simp only [if_neg hij]
    linear_combination (G i j) * siteT_eq G v i (h i)
```

Write v for diag(v_i) and D for diag(1 − v_i G_ii). The claim is 1 − vG = D(1 − tG'), and `ext i j` reduces it to matrix entries. On the diagonal G' vanishes, so both sides are 1 − v_i G_ii. For i ≠ j we need

−v_i G_ij = −(1 − v_i G_ii) t_i G_ij,

which is the single-site equation times −G_ij, rearranged.

The tactic `linear_combination` does that last step. You name the known equation and its multiplier, here `G i j`; Lean then checks that the difference between the two sides of the goal equals the same difference for the multiplied equation:

−v_i G_ij + (1 − v_i G_ii) t_i G_ij = G_ij (t_i − v_i − v_i G_ii t_i).

This is a polynomial identity with t_i as a plain symbol, so no division remains.

```lean
/-- If `det (z - H0) ≠ 0`, then `z - H0 - v = (1 - v G) (z - H0)` with `G` the Green function
of `H0`. -/
theorem energy_sub_hamiltonian (H0 : Matrix n n ℂ) (v : n → ℂ) (z : ℂ)
    (hz : (z • (1 : Matrix n n ℂ) - H0).det ≠ 0) :
    z • (1 : Matrix n n ℂ) - (H0 + diagonal v) =
      (1 - diagonal v * green H0 z) * (z • (1 : Matrix n n ℂ) - H0) := by
  have hG : green H0 z * (z • (1 : Matrix n n ℂ) - H0) = 1 :=
    Matrix.nonsing_inv_mul _ (isUnit_iff_ne_zero.mpr hz)
  rw [sub_mul, one_mul, mul_assoc, hG, mul_one]
  abel
```

Let H = H0 + v. The hypothesis `hz` makes z − H0 invertible, so G(z − H0) = 1 and

(1 − vG)(z − H0) = z − H0 − v = z − H.

```lean
/-- Lloyd factorisation: if `det (z - H0) ≠ 0` and `1 - v_i G_ii ≠ 0` on every site, then
`det (z - H0 - v)` is the product of `det (z - H0)`, the single-site factors `1 - v_i G_ii`
and the KKR determinant `det (1 - t G')`. -/
theorem lloyd_factorisation (H0 : Matrix n n ℂ) (v : n → ℂ) (z : ℂ)
    (hz : (z • (1 : Matrix n n ℂ) - H0).det ≠ 0)
    (h : ∀ i, 1 - v i * green H0 z i i ≠ 0) :
    (z • (1 : Matrix n n ℂ) - (H0 + diagonal v)).det =
      (z • (1 : Matrix n n ℂ) - H0).det * (∏ i, (1 - v i * green H0 z i i)) *
        (kkrMatrix (green H0 z) v).det := by
  rw [energy_sub_hamiltonian H0 v z hz, one_sub_potential_mul_green _ v h,
    Matrix.det_mul, Matrix.det_mul, Matrix.det_diagonal]
  ring
```

Combining the two factorisations gives z − H = D(1 − tG')(z − H0). The determinant of a product is the product of determinants, and det D is the product of its diagonal entries:

det(z − H) = det(z − H0) · ∏(1 − v_i G_ii) · det(1 − tG').

The rewrites follow this order, and `ring` rearranges the factors. Lloyd's formula in solid-state physics uses the logarithm of a KKR determinant to obtain an integrated density of states; the result here is the determinant identity for a finite matrix.

```lean
/-- KKR secular equation: if `det (z - H0) ≠ 0` and `1 - v_i G_ii ≠ 0` on every site, then `z`
is an eigenvalue of `H0 + v` exactly when `det (1 - t G') = 0`. -/
theorem kkr_secular_equation (H0 : Matrix n n ℂ) (v : n → ℂ) (z : ℂ)
    (hz : (z • (1 : Matrix n n ℂ) - H0).det ≠ 0)
    (h : ∀ i, 1 - v i * green H0 z i i ≠ 0) :
    (∃ ψ : n → ℂ, ψ ≠ 0 ∧ (H0 + diagonal v) *ᵥ ψ = z • ψ) ↔
      (kkrMatrix (green H0 z) v).det = 0 := by
  have hp : (∏ i, (1 - v i * green H0 z i i)) ≠ 0 :=
    Finset.prod_ne_zero_iff.mpr (fun i _ => h i)
  -- the first two Lloyd factors do not vanish
  have hdet : (z • (1 : Matrix n n ℂ) - (H0 + diagonal v)).det = 0 ↔
      (kkrMatrix (green H0 z) v).det = 0 := by
    rw [lloyd_factorisation H0 v z hz h, mul_eq_zero, or_iff_right (mul_ne_zero hz hp)]
  rw [← hdet, ← Matrix.exists_mulVec_eq_zero_iff]
  constructor
  · rintro ⟨ψ, h0, hψ⟩
    refine ⟨ψ, h0, ?_⟩
    rw [Matrix.sub_mulVec, Matrix.smul_mulVec, Matrix.one_mulVec, hψ, sub_self]
  · rintro ⟨ψ, h0, hψ⟩
    refine ⟨ψ, h0, ?_⟩
    rw [Matrix.sub_mulVec, Matrix.smul_mulVec, Matrix.one_mulVec] at hψ
    exact (sub_eq_zero.mp hψ).symm
```

The symbol `*ᵥ` applies a matrix to a vector. A nonzero ψ with Hψ = zψ is a nonzero solution of (z − H)ψ = 0, which exists exactly when det(z − H) = 0. The first two Lloyd factors are nonzero, so this happens exactly when det(1 − tG') = 0. Energies excluded by the hypotheses need a separate check.

```lean
/-- Multiple-scattering equation: if `det (1 - t G') ≠ 0`, the scattering path operator obeys
`τ = t + t G' τ`. -/
theorem pathOperator_eq (G : Matrix n n ℂ) (v : n → ℂ) (hk : (kkrMatrix G v).det ≠ 0) :
    pathOperator G v =
      diagonal (siteT G v) + diagonal (siteT G v) * offSite G * pathOperator G v := by
  have hτ : kkrMatrix G v * pathOperator G v = diagonal (siteT G v) := by
    unfold pathOperator
    rw [← mul_assoc, Matrix.mul_nonsing_inv _ (isUnit_iff_ne_zero.mpr hk), one_mul]
  rw [kkrMatrix, sub_mul, one_mul] at hτ
  exact sub_eq_iff_eq_add.mp hτ
```

When the KKR matrix is invertible, the definition of τ gives (1 − tG')τ = t. Expanding the left side yields

τ = t + tG'τ.

```lean
/-- If `det (z - H0) ≠ 0`, `1 - v_i G_ii ≠ 0` on every site and `det (1 - t G') ≠ 0`, the Green
function of `H0 + v` is `G + G τ G`, with `τ` the scattering path operator. -/
theorem green_eq_add_pathOperator (H0 : Matrix n n ℂ) (v : n → ℂ) (z : ℂ)
    (hz : (z • (1 : Matrix n n ℂ) - H0).det ≠ 0)
    (h : ∀ i, 1 - v i * green H0 z i i ≠ 0)
    (hk : (kkrMatrix (green H0 z) v).det ≠ 0) :
    green (H0 + diagonal v) z =
      green H0 z + green H0 z * pathOperator (green H0 z) v * green H0 z := by
  have hAG : (z • (1 : Matrix n n ℂ) - H0) * green H0 z = 1 :=
    Matrix.mul_nonsing_inv _ (isUnit_iff_ne_zero.mpr hz)
  have hkτ : kkrMatrix (green H0 z) v * pathOperator (green H0 z) v =
      diagonal (siteT (green H0 z) v) := by
    rw [kkrMatrix, sub_mul, one_mul]
    exact sub_eq_iff_eq_add.mpr (pathOperator_eq _ v hk)
  -- the path operator solves `(1 - v G) τ = v`
  have hτ : (1 - diagonal v * green H0 z) * pathOperator (green H0 z) v = diagonal v := by
    rw [one_sub_potential_mul_green _ v h, mul_assoc, hkτ, Matrix.diagonal_mul_diagonal]
    congr 1
    funext i
    show (1 - v i * green H0 z i i) * siteT (green H0 z) v i = v i
    linear_combination siteT_eq (green H0 z) v i (h i)
  have hA : (z • (1 : Matrix n n ℂ) - H0) *
      (green H0 z + green H0 z * pathOperator (green H0 z) v * green H0 z) =
      1 + pathOperator (green H0 z) v * green H0 z := by
    rw [mul_add, mul_assoc (green H0 z), ← mul_assoc (z • (1 : Matrix n n ℂ) - H0), hAG,
      one_mul]
  -- hence `G + G τ G` is a right inverse of `z - H0 - v`
  apply Matrix.inv_eq_right_inv
  rw [energy_sub_hamiltonian H0 v z hz, mul_assoc, hA, mul_add, mul_one, ← mul_assoc, hτ,
    sub_add_cancel]
```

First, (1 − vG)τ = D(1 − tG')τ = Dt = v. Then

(z − H)(G + GτG) = (1 − vG)(1 + τG) = 1 − vG + vG = 1.

So G + GτG is a right inverse of z − H, and `Matrix.inv_eq_right_inv` identifies it with the inverse, the full Green function.

```lean
/-- For two sites the KKR determinant is `1 - t₀ t₁ G₀₁ G₁₀`. -/
theorem kkr_det_dimer (G : Matrix (Fin 2) (Fin 2) ℂ) (v : Fin 2 → ℂ) :
    (kkrMatrix G v).det = 1 - siteT G v 0 * siteT G v 1 * G 0 1 * G 1 0 := by
  rw [Matrix.det_fin_two]
  simp [kkrMatrix, offSite, Matrix.diagonal_mul]
  ring

end

end LloydFactorisation
```

For two sites the KKR matrix has rows (1, −t₀G₀₁) and (−t₁G₁₀, 1), which gives the stated determinant.

Take H0 with zero diagonal and hopping 1, at z = 2. Then det(z − H0) = 3, G₀₀ = G₁₁ = 2/3 and G₀₁ = G₁₀ = 1/3. For v = (1, −1), the single-site factors are 1/3 and 5/3, so t = (3, −3/5) and the KKR determinant is 1 + 1/5 = 6/5. The product is

3 · (1/3) · (5/3) · (6/5) = 2,

and directly det(z − H) = 1 · 3 − 1 = 2. For v = (1, 1), both amplitudes are 3 and the KKR determinant is 1 − 9/9 = 0; indeed H then has all entries 1, with eigenvalues 0 and 2.

```lean
#print axioms LloydFactorisation.lloyd_factorisation
-- 'LloydFactorisation.lloyd_factorisation' depends on axioms: [propext, Classical.choice, Quot.sound]
#print axioms LloydFactorisation.kkr_secular_equation
-- 'LloydFactorisation.kkr_secular_equation' depends on axioms: [propext, Classical.choice, Quot.sound]
#print axioms LloydFactorisation.green_eq_add_pathOperator
-- 'LloydFactorisation.green_eq_add_pathOperator' depends on axioms: [propext, Classical.choice, Quot.sound]
#print axioms LloydFactorisation.kkr_det_dimer
-- 'LloydFactorisation.kkr_det_dimer' depends on axioms: [propext, Classical.choice, Quot.sound]
```
